# Counting the occupations of N bosons in d + 1 levels

The theorem `card_occupations` says that `N` bosons can be distributed over `d + 1` distinct levels in `(N + d).choose d` ways. A distribution is a function that gives each level a natural number, with the numbers adding up to `N`; there is no upper limit on a single level other than `N` itself, and energies play no part. The proof is by induction on `d`, for all `N` at once. With one level, the only possible function puts all `N` bosons there; in the induction step, the functions are sorted by the occupation of level 0, and the counts for the remaining levels are added up with a binomial sum.

Lean 4 with Mathlib refuses this proof:

```lean
import Mathlib

open Filter Topology

namespace CardOccupations

/-- The occupation functions of `N` bosons in `d` levels: all ways to assign a number of
bosons to each level with total `N`. -/
def occupations (d N : ℕ) : Finset (Fin d → ℕ) := Finset.piAntidiag Finset.univ N

/-- An occupation function belongs to the ensemble exactly when its occupations add up to `N`. -/
theorem mem_occupations {d N : ℕ} {n : Fin d → ℕ} :
    n ∈ occupations d N ↔ ∑ j, n j = N := by
  simp [occupations]

/-- With `k ≤ N` bosons fixed in one level, the number of occupation functions is that of
`N - k` bosons in the remaining levels. -/
theorem card_level {d N k : ℕ} (i : Fin (d + 1)) (h : k ≤ N) :
    ((occupations (d + 1) N).filter (fun n => n i = k)).card
      = (occupations d (N - k)).card := by
  refine Finset.card_bij (fun n _ j => n (i.succAbove j)) ?_ ?_ ?_
  · intro n hn
    rw [Finset.mem_filter, mem_occupations, Fin.sum_univ_succAbove n i] at hn
    refine mem_occupations.2 ?_

    omega
  · intro n hn m hm hnm
    funext j
    by_cases hj : j = i
    · rw [hj, (Finset.mem_filter.1 hn).2, (Finset.mem_filter.1 hm).2]
    · obtain ⟨z, rfl⟩ := Fin.exists_succAbove_eq hj
      exact congrFun hnm z
  · intro g hg
    refine ⟨Fin.insertNth (α := fun _ => ℕ) i k g, ?_, ?_⟩
    · rw [mem_occupations] at hg
      rw [Finset.mem_filter, mem_occupations, Fin.sum_univ_succAbove _ i]
      simp only [Fin.insertNth_apply_same, Fin.insertNth_apply_succAbove, and_true]
      omega
    · funext j
      simp

/-- There are `(N + d).choose d` occupation functions of `N` bosons in `d + 1` levels. -/
theorem card_occupations (d N : ℕ) :
    (occupations (d + 1) N).card = (N + d).choose d := by
  induction d generalizing N with
  | zero =>
    rw [Nat.choose_zero_right, Finset.card_eq_one]
    refine ⟨fun _ => N, ?_⟩
    ext n
    rw [mem_occupations, Finset.mem_singleton, Fin.sum_univ_succ, Fin.sum_univ_zero, add_zero]
    constructor
    · intro h
      funext j
      rw [Subsingleton.elim j 0]
      exact h
    · intro h
      rw [h]
  | succ d ih =>
    -- sort the occupation functions by the occupation of level 0
    have hmaps : Set.MapsTo (fun n : Fin (d + 1 + 1) → ℕ => n 0)
        (occupations (d + 1 + 1) N) (Finset.range (N + 1)) := by
      intro n hn
      have h := mem_occupations.1 (Finset.mem_coe.1 hn)
      rw [Fin.sum_univ_succ] at h
      have h' : n 0 < N + 1 := by omega
      exact Finset.mem_coe.2 (Finset.mem_range.2 h')
    have hockey : ∀ M : ℕ, ∑ k ∈ Finset.range (M + 1), (M - k + d).choose d
        = (M + (d + 1)).choose (d + 1) := by
      intro M
      induction M with
      | zero => simp
      | succ M hM =>
        rw [Finset.sum_range_succ']
        simp only [Nat.add_sub_add_right, Nat.sub_zero]
        rw [hM, show M + 1 + (d + 1) = (M + 1 + d) + 1 by omega, Nat.choose_succ_succ,
          show M + (d + 1) = M + 1 + d by omega, add_comm]
    rw [Finset.card_eq_sum_card_fiberwise hmaps, ← hockey N]
    refine Finset.sum_congr rfl fun k hk => ?_
    have hk' : k ≤ N := by
      have := Finset.mem_range.1 hk
      omega
    rw [← ih (N - k)]
    exact card_level 0 hk'

end CardOccupations
```

Messages:

```
Main.lean:54:10: error(lean.synthInstanceFailed): failed to synthesize instance of type class
  Subsingleton (Fin (0 + 1))

Hint: Type class instance resolution failures can be inspected with the `set_option trace.Meta.synthInstance true` command.
```

Cause. The error is in the case of one level. There the proof has to show that an arbitrary level `j` is level 0, and `Subsingleton.elim j 0` gives this if Lean can find an instance saying that the type of `j` has at most one element. Because the induction has put `0` for `d` in `d + 1`, that type is written `Fin (0 + 1)`, and the instance search fails on it. The statement it looks for is true, since `0 + 1` is `1` by computation, but the search doesn't do the unfolding needed to match this form with the available instance for `Fin 1`.

The repair sets `(α := Fin 1)`, so that the instance is sought for `Fin 1`, where it is found. Lean then accepts `j` as an element of `Fin 1`, because the two types are equal by definition. The result is stored as `hj : j = 0`, and `rw [hj]` does the rewriting that the old line was meant to do, after which `exact h` closes the goal as planned.

Lean accepts the file once it reads:

```diff
@@ -52,5 +52,6 @@
     · intro h
       funext j
-      rw [Subsingleton.elim j 0]
+      have hj : j = 0 := Subsingleton.elim (α := Fin 1) j 0
+      rw [hj]
       exact h
     · intro h
```
